# A nonzero real harmonic polynomial, homogeneous of degree l ≥ 1, takes both signs

Suppose a real d function on an atom were nowhere negative. Its overlap with an s-type Gaussian on the same centre would then be strictly positive, because the integrand would be nonnegative and not identically zero. The d function would carry some s character, and shells of different angular momentum on one atom would no longer be orthogonal. This does happen in the six-component Cartesian d set, which contains the combination x² + y² + z². For pure functions it is excluded: a real solid harmonic of degree l ≥ 1, that is, a nonzero homogeneous polynomial with zero Laplacian, is positive somewhere and negative somewhere else.

The argument integrates such a polynomial against a Gaussian and finds zero, which a nonzero polynomial of one sign cannot give.

## Polynomials, the Laplacian and the Gaussian weight

```lean
import Mathlib

open MvPolynomial MeasureTheory

namespace SolidHarmonicSignChange

noncomputable section

variable {n : ℕ} {a : ℝ}
```

Here n is the number of Cartesian coordinates and a is a Gaussian exponent. The curly braces tell Lean to work out these two from the context when a theorem is used.

```lean
/-- The Laplacian of a polynomial in `n` Cartesian coordinates. -/
def laplacian (q : MvPolynomial (Fin n) ℝ) : MvPolynomial (Fin n) ℝ :=
  ∑ i, pderiv i (pderiv i q)
```

The type `MvPolynomial (Fin n) ℝ` contains the real polynomials in n variables, labelled by i = 0, …, n − 1. Such a polynomial is a formal expression, and `pderiv i` is the formal derivative ∂_i, which agrees with the usual one. The definition reads

Δq = Σ_i ∂_i ∂_i q.

```lean
/-- The Gaussian `exp (-a r²)` in `n` dimensions. -/
def gaussian (a : ℝ) (x : Fin n → ℝ) : ℝ := Real.exp (-a * ∑ i, x i ^ 2)
```

A point is a function `x : Fin n → ℝ`, that is, a list of n coordinates. With r² = Σ_i x_i², the weight is

g(x) = exp(−a r²).

```lean
/-- The integral over all space of a polynomial times the Gaussian of exponent `a`,
meant for `a > 0`. -/
def gaussInt (a : ℝ) (q : MvPolynomial (Fin n) ℝ) : ℝ :=
  ∫ x : Fin n → ℝ, eval x q * gaussian a x
```

`eval x q` is the number q(x). Write I(q) for the Lebesgue integral over all space

I(q) = ∫ q(x) g(x) dx.

Up to normalisation, this is the overlap of an s Gaussian with q times a second Gaussian on the same centre, where a is the sum of the two exponents.

```lean
/-- The `k`-th moment of the one-dimensional Gaussian of exponent `a`, meant for `a > 0`. -/
def moment (a : ℝ) (k : ℕ) : ℝ := ∫ t : ℝ, t ^ k * Real.exp (-a * t ^ 2)
```

The one-dimensional moments are

M_k = ∫ t^k exp(−a t²) dt.

## The recurrence for the moments

```lean
/-- For `a > 0`, every power times the one-dimensional Gaussian is integrable. -/
theorem integrable_pow_gaussian (ha : 0 < a) (k : ℕ) :
    Integrable (fun t : ℝ => t ^ k * Real.exp (-a * t ^ 2)) := by
  have hk : (-1 : ℝ) < (k : ℝ) := by
    have : (0 : ℝ) ≤ k := Nat.cast_nonneg k
    linarith
  have h := integrable_rpow_mul_exp_neg_mul_sq ha hk
  simpa only [Real.rpow_natCast] using h
```

For a > 0 the integrand of M_k is integrable. Mathlib has this for real powers greater than −1, and the last line turns the real power into a natural one.

```lean
/-- Recurrence for Gaussian moments with `a > 0`: `2a` times moment `k + 1` is `k` times
moment `k - 1` (for `k = 0` the right-hand side is zero). -/
theorem moment_succ (ha : 0 < a) (k : ℕ) :
    2 * a * moment a (k + 1) = k * moment a (k - 1) := by
  have hd : ∀ x : ℝ, HasDerivAt (fun t : ℝ => t ^ k * Real.exp (-a * t ^ 2))
      ((k : ℝ) * (x ^ (k - 1) * Real.exp (-a * x ^ 2))
        - 2 * a * (x ^ (k + 1) * Real.exp (-a * x ^ 2))) x := by
    intro x
    have h1 : HasDerivAt (fun y : ℝ => -a * y ^ 2) (-a * (2 * x)) x := by
      simpa using (hasDerivAt_pow 2 x).const_mul (-a)
    refine ((hasDerivAt_pow k x).fun_mul h1.exp).congr_deriv ?_
    ring
  have i1 := (integrable_pow_gaussian ha (k - 1)).const_mul (k : ℝ)
  have i2 := (integrable_pow_gaussian ha (k + 1)).const_mul (2 * a)
  -- the integral of a total derivative vanishes
  have h0 := integral_eq_zero_of_hasDerivAt_of_integrable hd (i1.sub i2)
    (integrable_pow_gaussian ha k)
  rw [integral_sub i1 i2, integral_const_mul, integral_const_mul] at h0
  unfold moment
  linarith
```

The statement is

2a M_{k+1} = k M_{k−1}.

By hand, differentiate the integrand of M_k:

d/dt [t^k exp(−a t²)] = k t^{k−1} exp(−a t²) − 2a t^{k+1} exp(−a t²).

The integral of the left side over the whole line is zero, because the bracket vanishes at both ends. The integral of the right side is k M_{k−1} − 2a M_{k+1}, and the recurrence follows. For k = 1 it gives the familiar M_2 = M_0 / (2a).

In Lean, `hd` is the derivative, `i1` and `i2` say that its two terms are integrable, and `h0` is the vanishing integral. Subtraction of natural numbers stops at zero, so for k = 0 the right side is 0 · M_0 = 0, as it should be for an odd moment.

## From one coordinate to n

```lean
/-- For `a > 0`, a Cartesian monomial times the Gaussian is integrable, and its integral is
the product of one-dimensional moments. -/
theorem gaussInt_monomial (ha : 0 < a) (m : Fin n →₀ ℕ) (c : ℝ) :
    Integrable (fun x : Fin n → ℝ => eval x (monomial m c) * gaussian a x) ∧
      gaussInt a (monomial m c) = c * ∏ i, moment a (m i) := by
  have h : ∀ x : Fin n → ℝ, eval x (monomial m c) * gaussian a x =
      c * ∏ i, (x i ^ m i * Real.exp (-a * x i ^ 2)) := by
    intro x
    rw [eval_monomial, Finsupp.prod_fintype m (fun i e => x i ^ e) (fun i => pow_zero (x i)),
      gaussian, Finset.mul_sum, Real.exp_sum, Finset.prod_mul_distrib, mul_assoc]
  constructor
  · simp only [h]
    refine Integrable.const_mul ?_ c
    rw [volume_pi]
    exact Integrable.fintype_prod (f := fun i (t : ℝ) => t ^ m i * Real.exp (-a * t ^ 2))
      (fun i => integrable_pow_gaussian ha (m i))
  · simp only [gaussInt, h]
    rw [integral_const_mul]
    congr 1
    exact integral_fintype_prod_volume_eq_prod
      (f := fun (i : Fin n) (t : ℝ) => t ^ m i * Real.exp (-a * t ^ 2))
```

`monomial m c` is the term c ∏_i x_i^{m_i}, where `m` lists the exponents. The symbol `∧` joins two claims: the monomial times g is integrable, and

I(c ∏_i x_i^{m_i}) = c ∏_i M_{m_i}.

The exponential of a sum is a product of exponentials, so the integrand splits into one factor per coordinate. That is the step `h`. The integral of such a product is the product of the integrals.

```lean
/-- For `a > 0`, every polynomial times the Gaussian is integrable. -/
theorem integrable_gaussian (ha : 0 < a) (q : MvPolynomial (Fin n) ℝ) :
    Integrable (fun x : Fin n → ℝ => eval x q * gaussian a x) := by
  induction q using MvPolynomial.induction_on'
  · exact (gaussInt_monomial ha _ _).1
  · rename_i p q hp hq
    simp only [map_add, add_mul]
    exact hp.add hq
```

Integrability now extends to every polynomial by induction: it holds for monomials, and it passes from two polynomials to their sum.

```lean
/-- Integration by parts for `a > 0`: under the Gaussian integral, multiplication by `2a x_i`
acts as the derivative along `x_i`. -/
theorem gaussInt_X_mul (ha : 0 < a) (i : Fin n) (q : MvPolynomial (Fin n) ℝ) :
    2 * a * gaussInt a (X i * q) = gaussInt a (pderiv i q) := by
  induction q using MvPolynomial.induction_on'
  · rename_i m c
    have hX : X i * monomial m c = monomial (Finsupp.single i 1 + m) c := by
      simp [X, monomial_mul]
    -- only the factor belonging to coordinate `i` differs
    have split : ∀ d : Fin n →₀ ℕ, (∀ j, j ≠ i → d j = m j) → ∏ j, moment a (d j) =
        moment a (d i) * ∏ j ∈ Finset.univ.erase i, moment a (m j) := fun d hd =>
      (Finset.mul_prod_erase Finset.univ (fun j => moment a (d j))
        (Finset.mem_univ i)).symm.trans (congrArg (moment a (d i) * ·)
          (Finset.prod_congr rfl fun j hj =>
            congrArg (moment a) (hd j (Finset.ne_of_mem_erase hj))))
    have s1 := split (Finsupp.single i 1 + m) fun j hj => by
      simp [hj.symm]
    have s2 := split (m - Finsupp.single i 1) fun j hj => by
      simp [hj.symm]
    have v1 : (Finsupp.single i 1 + m : Fin n →₀ ℕ) i = m i + 1 := by simp [add_comm]
    have v2 : (m - Finsupp.single i 1 : Fin n →₀ ℕ) i = m i - 1 := by simp
    rw [hX, pderiv_monomial, (gaussInt_monomial ha _ _).2, (gaussInt_monomial ha _ _).2,
      s1, s2, v1, v2]
    linear_combination
      c * (∏ j ∈ Finset.univ.erase i, moment a (m j)) * moment_succ ha (m i)
  · rename_i p q hp hq
    have hadd : ∀ f g : MvPolynomial (Fin n) ℝ,
        gaussInt a (f + g) = gaussInt a f + gaussInt a g := by
      intro f g
      simp only [gaussInt, map_add, add_mul]
      exact integral_add (integrable_gaussian ha f) (integrable_gaussian ha g)
    rw [mul_add, hadd, map_add, hadd]
    linear_combination hp + hq
```

This is integration by parts in n dimensions:

2a I(x_i q) = I(∂_i q).

For a monomial, both sides are products of moments that differ only in the factor for coordinate i. Multiplication by x_i raises the exponent m_i to m_i + 1. Differentiation brings down m_i and leaves the exponent m_i − 1. What has to be shown is

2a c M_{m_i+1} ∏_{j≠i} M_{m_j} = c m_i M_{m_i−1} ∏_{j≠i} M_{m_j},

which is the moment recurrence times a common factor.

The Lean proof has the same shape. `split` takes the factor for coordinate i out of the product, `v1` and `v2` read off the two changed exponents, and `linear_combination` multiplies the recurrence by the common factor. The second half of the induction uses the linearity of the integral.

## The Laplacian under the integral

```lean
/-- For `a > 0` and `q` homogeneous of degree `l`, the Gaussian integral of the Laplacian of
`q` is `2 a l` times the Gaussian integral of `q`. -/
theorem gaussInt_laplacian (ha : 0 < a) {l : ℕ} {q : MvPolynomial (Fin n) ℝ}
    (hq : q.IsHomogeneous l) :
    2 * a * (l * gaussInt a q) = gaussInt a (laplacian q) := by
  have hsum : ∀ f : Fin n → MvPolynomial (Fin n) ℝ,
      gaussInt a (∑ i, f i) = ∑ i, gaussInt a (f i) := by
    intro f
    simp only [gaussInt, map_sum, Finset.sum_mul]
    exact integral_finsetSum _ fun i _ => integrable_gaussian ha (f i)
  have hmul : gaussInt a (l • q) = l * gaussInt a q := by
    simp only [gaussInt, nsmul_eq_mul, map_mul, map_natCast, mul_assoc, integral_const_mul]
  -- Euler's identity for homogeneous polynomials
  have e := congrArg (gaussInt a) hq.sum_X_mul_pderiv
  rw [hsum, hmul] at e
  rw [laplacian, hsum, ← e, Finset.mul_sum]
  exact Finset.sum_congr rfl fun i _ => gaussInt_X_mul ha i (pderiv i q)
```

The hypothesis `q.IsHomogeneous l` says that every term of q has total degree l. For such a polynomial Euler's identity holds:

Σ_i x_i ∂_i q = l q.

Integrate it against g, multiply by 2a, and apply the previous theorem to each ∂_i q:

2a l I(q) = Σ_i 2a I(x_i ∂_i q) = Σ_i I(∂_i ∂_i q) = I(Δq).

In the code, `e` is the integrated Euler identity, while `hsum` and `hmul` take sums and the factor l out of the integral. If Δq = 0 and l ≥ 1, the left side must vanish, so I(q) = 0. This is the orthogonality of a pure function with l ≥ 1 to every s Gaussian on the same centre.

## Both signs occur

```lean
/-- A nonzero harmonic polynomial, homogeneous of degree `l ≥ 1`, takes both strictly
positive and strictly negative values. -/
theorem harmonic_changes_sign {l : ℕ} (hl : 1 ≤ l) {q : MvPolynomial (Fin n) ℝ}
    (hq : q.IsHomogeneous l) (hharm : laplacian q = 0) (hne : q ≠ 0) :
    (∃ x, 0 < eval x q) ∧ ∃ y, eval y q < 0 := by
  have key : ∀ p : MvPolynomial (Fin n) ℝ, p.IsHomogeneous l → laplacian p = 0 → p ≠ 0 →
      ∃ y, eval y p < 0 := by
    intro p hp hlap hp0
    by_contra hcon
    push Not at hcon
    -- the Gaussian integral of `p` vanishes
    have h0 : gaussInt 1 p = 0 := by
      have h := gaussInt_laplacian one_pos hp
      have hz : gaussInt 1 (0 : MvPolynomial (Fin n) ℝ) = 0 := by simp [gaussInt]
      have hl' : (l : ℝ) ≠ 0 := Nat.cast_ne_zero.2 (by omega)
      rw [hlap, hz] at h
      have h' : (l : ℝ) * gaussInt 1 p = 0 := by linarith
      exact (mul_eq_zero.1 h').resolve_left hl'
    -- a continuous nonnegative integrand with zero integral is zero
    have hae := (integral_eq_zero_iff_of_nonneg
      (fun x => mul_nonneg (hcon x) (Real.exp_pos _).le) (integrable_gaussian one_pos p)).1 h0
    have hc : Continuous (fun x : Fin n → ℝ => eval x p * gaussian 1 x) := by
      refine (MvPolynomial.continuous_eval p).mul ?_
      unfold gaussian
      fun_prop
    have hfun := Measure.eq_of_ae_eq hae hc continuous_const
    refine hp0 (MvPolynomial.funext fun x => ?_)
    have hx : eval x p * gaussian 1 x = 0 := congrFun hfun x
    rw [map_zero]
    exact (mul_eq_zero.1 hx).resolve_right (Real.exp_pos _).ne'
  refine ⟨?_, key q hq hharm hne⟩
  have hneg : laplacian (-q) = 0 := by
    have : laplacian (-q) = -laplacian q := by simp [laplacian]
    rw [this, hharm, neg_zero]
  obtain ⟨x, hx⟩ := key (-q) ((homogeneousSubmodule (Fin n) ℝ l).neg_mem hq) hneg
    (neg_ne_zero.2 hne)
  rw [map_neg] at hx
  exact ⟨x, by linarith⟩
```

The hypotheses are that l is at least 1 (`hl`), that q is homogeneous of degree l (`hq`), that its Laplacian is the zero polynomial (`hharm`), and that q itself is not the zero polynomial (`hne`). The conclusion is that there is a point x with q(x) > 0 and a point y with q(y) < 0. No condition on n is needed: with no variables, the only polynomial homogeneous of positive degree l is zero, and `hne` excludes it.

The inner statement `key` says that any polynomial p with these properties is negative somewhere. By hand:

1. Suppose that p(x) ≥ 0 for all x. This is `hcon`.
2. Take a = 1. The identity for the Laplacian gives 2l I(p) = 0, hence I(p) = 0. This is `h0`.
3. The integrand p(x) g(x) is nonnegative and has zero integral, so it vanishes almost everywhere (`hae`).
4. It is also continuous (`hc`), so it vanishes everywhere (`hfun`). A nonzero value at one point would persist on a small ball, which has positive volume.
5. Since g(x) > 0, p(x) = 0 for every x. A real polynomial that vanishes at every point is the zero polynomial (`MvPolynomial.funext`), which contradicts p ≠ 0.

Applied to q, this gives the point y. The polynomial −q is also homogeneous of degree l, harmonic and nonzero, so it is negative at some x, and there q is positive.

The theorem speaks of points in space, while an angular function lives on the unit sphere. The link is homogeneity:

q(x) = r^l q(x/r) for r > 0.

Since q vanishes at the origin, neither of the two points is the origin, and dividing each by its own r keeps the sign. This rescaling is a supplement in prose to what the theorem states. In three dimensions the angular function is continuous on the sphere, so it must vanish between a point where it is positive and one where it is negative. A real orbital that is a radial function times one such angular function with l ≥ 1 therefore has an angular node. Complex spherical harmonics have a phase instead of a sign, so the statement applies to their real combinations.

## What r² shows about harmonicity

```lean
/-- The polynomial `r²` is homogeneous of degree two and strictly positive away from the origin. -/
theorem r_sq_keeps_sign :
    (∑ i : Fin n, (X i : MvPolynomial (Fin n) ℝ) ^ 2).IsHomogeneous 2 ∧
      ∀ x : Fin n → ℝ, x ≠ 0 → 0 < eval x (∑ i : Fin n, X i ^ 2) := by
  constructor
  · exact IsHomogeneous.sum Finset.univ _ 2 fun i _ => by
      simpa using (isHomogeneous_X ℝ i).pow 2
  · intro x hx
    obtain ⟨i, hi⟩ := Function.ne_iff.1 hx
    have hi' : x i ≠ 0 := hi
    simp only [map_sum, map_pow, eval_X]
    exact Finset.sum_pos' (fun j _ => sq_nonneg (x j)) ⟨i, Finset.mem_univ i, by positivity⟩

end

end SolidHarmonicSignChange
```

The polynomial r² is homogeneous of degree 2, and r² > 0 at every x ≠ 0. In the proof, one coordinate of x is nonzero, its square is positive, and the other squares are not negative. For n ≥ 1 the polynomial is nonzero, but it never takes a negative value. Being nonzero and homogeneous of positive degree is therefore not enough for a change of sign. What r² lacks is a zero Laplacian, since Δr² = 2n. In three dimensions it is the s-like combination in the Cartesian d set.

A counter-example of this kind needs an even degree. For odd l, q(−x) = −q(x), so any nonzero homogeneous q takes both signs, harmonic or not.

The condition l ≥ 1 matters too: the constant polynomial 1 is harmonic, nonzero and homogeneous of degree 0, and it is positive everywhere. It is the angular part of an s function.

```lean
#print axioms SolidHarmonicSignChange.harmonic_changes_sign
-- 'SolidHarmonicSignChange.harmonic_changes_sign' depends on axioms: [propext, Classical.choice, Quot.sound]
#print axioms SolidHarmonicSignChange.r_sq_keeps_sign
-- 'SolidHarmonicSignChange.r_sq_keeps_sign' depends on axioms: [propext, Classical.choice, Quot.sound]
```
